# Averaging a density with a nuclear cusp over a ball of radius $R$ gives an error of $\tfrac32 Z\rho(0)R$ to first order

**Q:** Take $\rho(r)=1-2r$ near a nucleus of charge $Z=1$, with $r$ the distance from the nucleus in atomic units. I average it over a ball of radius $R=0.1$ centred on the nucleus and get $0.85$, where the contact density is $\rho(0)=1$. Where do the 15% come from?

**A:** From the mean distance to the nucleus, which is $3R/4$ in a uniformly weighted ball. For any linear profile $a+br$, the average is
$$\frac{3}{R^3}\int_0^R r^2(a+br)\,dr=\frac{3}{R^3}\left(\frac{aR^3}{3}+\frac{bR^4}{4}\right)=a+\frac34 bR .$$
With $a=1$ and $b=-2$ this is $1-\tfrac32R$.

**Q:** Real densities aren't linear.

**A:** They only need a slope at the nucleus. Let $\rho$ be continuous on $[0,\infty)$ with right derivative $b$ at $0$, and write $A(R)=\frac{3}{R^3}\int_0^R r^2\rho(r)\,dr$. Given $\varepsilon>0$, there is an $\eta>0$ such that
$$|\rho(r)-\rho(0)-br|\le\varepsilon r\qquad(0\le r<\eta).$$
For $0<R<\eta$, the density therefore lies between the lines $\rho(0)+(b-\varepsilon)r$ and $\rho(0)+(b+\varepsilon)r$ throughout the ball. Averaging preserves the order, so
$$\left|A(R)-\rho(0)-\tfrac34bR\right|\le\tfrac34\varepsilon R .$$
Dividing by $R$ gives $(\rho(0)-A(R))/R\to-\tfrac34b$. The cusp condition $b=-2Z\rho(0)$ turns the limit into $\tfrac32Z\rho(0)$.

**Q:** Now the formal version. What is a density there?

**A:** A function `ρ : ℝ → ℝ` of the distance, to be read as the density averaged over angles. Only its values at $r\ge0$ matter. The factor $4\pi$ from the angles cancels between the integral and the volume of the ball, which leaves the prefactor $3/R^3$.

In Lean 4 with Mathlib:

```lean
import Mathlib

open Filter Topology Set

namespace SmearedContactDensity

noncomputable section

/-- The average of a radial density `ρ` over a ball of radius `R` centred at the nucleus,
for `R > 0`. -/
def ballAverage (ρ : ℝ → ℝ) (R : ℝ) : ℝ :=
  3 / R ^ 3 * ∫ r in (0 : ℝ)..R, r ^ 2 * ρ r
```

The 1s density of a one-electron ion serves as an explicit example:

```lean
/-- The hydrogenic 1s density `(Z³/π) exp(-2Zr)`. -/
def hydrogenicDensity (Z r : ℝ) : ℝ :=
  Z ^ 3 / Real.pi * Real.exp (-2 * Z * r)
```

**Q:** And the physics of the cusp? I suspect it has been put in by hand.

**A:** It has. The main theorem, `contact_density_smearing`, assumes `HasDerivWithinAt ρ (-2 * Z * ρ 0) (Ici 0) 0`, a derivative taken from the side $r\ge0$ only. This stands for the way the kinetic energy balances the Coulomb singularity $-Z/r$ of a point nucleus in non-relativistic theory. It is not derived from a Schrödinger equation. The other hypothesis is continuity on `Ici 0`, that is $[0,\infty)$. The conclusion is a limit along `𝓝[>] 0`, meaning $R\to0$ from above. Neither normalisation nor positivity of $\rho$ is required, and $Z$ may be any real number.

**Q:** What if I keep continuity but omit the cusp condition?

**A:** Take the Gaussian $\rho(r)=e^{-r^2}$. It is smooth with slope zero at the nucleus, so the error divided by $R$ tends to $0$, whereas the formula would give $\tfrac32Z\neq0$ for a nucleus with $Z\ne0$. Smoothness alone therefore doesn't give the stated coefficient. A density built from finitely many Gaussians centred on the nucleus behaves in the same way.

**Q:** Then show me the proof. Where does the ordering of averages enter?

**A:** First. Continuity makes both integrands integrable, and `intervalIntegral.integral_mono_on` compares them after multiplication by $r^2\ge0$.

```lean
/-- If one continuous density is nowhere larger than another in a ball of positive radius,
neither is its average over the ball. -/
theorem ballAverage_mono {ρ σ : ℝ → ℝ} {R : ℝ} (hR : 0 < R)
    (hρ : ContinuousOn ρ (Icc 0 R)) (hσ : ContinuousOn σ (Icc 0 R))
    (h : ∀ r ∈ Icc 0 R, ρ r ≤ σ r) : ballAverage ρ R ≤ ballAverage σ R := by
  have hsq : ContinuousOn (fun r : ℝ => r ^ 2) (Icc 0 R) := (continuous_pow 2).continuousOn
  have hi : IntervalIntegrable (fun r => r ^ 2 * ρ r) MeasureTheory.volume 0 R :=
    ContinuousOn.intervalIntegrable_of_Icc hR.le (hsq.mul hρ)
  have hj : IntervalIntegrable (fun r => r ^ 2 * σ r) MeasureTheory.volume 0 R :=
    ContinuousOn.intervalIntegrable_of_Icc hR.le (hsq.mul hσ)
  unfold ballAverage
  exact mul_le_mul_of_nonneg_left
    (intervalIntegral.integral_mono_on hR.le hi hj
      (fun r hr => mul_le_mul_of_nonneg_left (h r hr) (sq_nonneg r))) (by positivity)
```

The linear average comes next. The proof supplies the antiderivative $\tfrac a3r^3+\tfrac b4r^4$ and applies the fundamental theorem of calculus.

```lean
/-- A density `a + b r` has the average `a + 3bR/4` over a ball of radius `R > 0`. -/
theorem ballAverage_linear (a b : ℝ) {R : ℝ} (hR : 0 < R) :
    ballAverage (fun r => a + b * r) R = a + 3 / 4 * b * R := by
  have hd : ∀ r ∈ uIcc 0 R, HasDerivAt (fun x : ℝ => a / 3 * x ^ 3 + b / 4 * x ^ 4)
      (r ^ 2 * (a + b * r)) r := by
    intro r _
    have h3 := (hasDerivAt_pow 3 r).const_mul (a / 3)
    have h4 := (hasDerivAt_pow 4 r).const_mul (b / 4)
    refine (h3.fun_add h4).congr_deriv ?_
    norm_num
    ring
  have hint : ∫ r in (0 : ℝ)..R, r ^ 2 * (a + b * r) = a / 3 * R ^ 3 + b / 4 * R ^ 4 := by
    rw [intervalIntegral.integral_eq_sub_of_hasDerivAt hd
      (Continuous.intervalIntegrable (by fun_prop) _ _)]
    ring
  unfold ballAverage
  rw [hint]
  field_simp
```

The two enclosing lines, with slopes $b\pm\delta$, then give a bound at a fixed radius. No limit is involved yet.

```lean
/-- If a continuous density differs from `a + b r` by at most `δ r` in a ball of radius `R > 0`,
its average differs from `a + 3bR/4` by at most `3δR/4`. -/
theorem ballAverage_error_le {ρ : ℝ → ℝ} {a b δ R : ℝ} (hR : 0 < R)
    (hρ : ContinuousOn ρ (Icc 0 R))
    (h : ∀ r ∈ Icc 0 R, |ρ r - (a + b * r)| ≤ δ * r) :
    |ballAverage ρ R - (a + 3 / 4 * b * R)| ≤ 3 / 4 * δ * R := by
  have hlin : ∀ c : ℝ, ContinuousOn (fun r : ℝ => a + c * r) (Icc 0 R) := fun c =>
    Continuous.continuousOn (by fun_prop)
  -- enclose the density between two linear profiles
  have hup : ballAverage ρ R ≤ ballAverage (fun r => a + (b + δ) * r) R := by
    refine ballAverage_mono hR hρ (hlin _) fun r hr => ?_
    show ρ r ≤ a + (b + δ) * r
    linarith [(abs_le.mp (h r hr)).2]
  have hlo : ballAverage (fun r => a + (b - δ) * r) R ≤ ballAverage ρ R := by
    refine ballAverage_mono hR (hlin _) hρ fun r hr => ?_
    show a + (b - δ) * r ≤ ρ r
    linarith [(abs_le.mp (h r hr)).1]
  rw [ballAverage_linear _ _ hR] at hup hlo
  exact abs_le.mpr ⟨by linarith, by linarith⟩
```

**Q:** A derivative is a statement about a limit at one point. How does it control the density throughout a ball?

**A:** Through `hasDerivWithinAt_iff_isLittleO`, which restates the derivative as
$$\rho(r)-\rho(0)-rb=o(r)\quad\text{as } r\to0,\ r\ge0 .$$
Applying `.def hε` to this turns the little-o into an inequality with the chosen constant $\varepsilon$, valid for all $r\ge0$ close enough to $0$. `Metric.mem_nhdsWithin_iff` then extracts the radius $\eta$. For $R<\eta$ the inequality holds at every $r\in[0,R]$, which is what the previous lemma needs. The resulting bound $\tfrac34\varepsilon R$ is smaller than $\varepsilon R$, and this closes the limit argument.

```lean
/-- For a continuous density with right derivative `b` at the nucleus, the error of the ball
average, divided by the radius, tends to `-3b/4` as the ball shrinks. -/
theorem smearing_error_of_slope {ρ : ℝ → ℝ} {b : ℝ} (hρ : ContinuousOn ρ (Ici 0))
    (hb : HasDerivWithinAt ρ b (Ici 0) 0) :
    Tendsto (fun R => (ρ 0 - ballAverage ρ R) / R) (𝓝[>] 0) (𝓝 (-(3 / 4 * b))) := by
  rw [Metric.tendsto_nhdsWithin_nhds]
  intro ε hε
  -- near the nucleus the density is linear up to an error `ε r`
  have hlit := (hasDerivWithinAt_iff_isLittleO.mp hb).def hε
  obtain ⟨η, hη, hsub⟩ := Metric.mem_nhdsWithin_iff.mp hlit
  refine ⟨η, hη, fun {R} hR hdist => ?_⟩
  have hR0 : 0 < R := hR
  rw [Real.dist_eq, sub_zero, abs_of_pos hR0] at hdist
  have hbound : ∀ r ∈ Icc 0 R, |ρ r - (ρ 0 + b * r)| ≤ ε * r := by
    intro r hr
    have hmem : r ∈ Metric.ball (0 : ℝ) η ∩ Ici 0 := by
      refine ⟨?_, hr.1⟩
      rw [Metric.mem_ball, Real.dist_eq, sub_zero, abs_of_nonneg hr.1]
      exact hr.2.trans_lt hdist
    have h := hsub hmem
    simp only [mem_ofPred_eq, sub_zero, smul_eq_mul, Real.norm_eq_abs,
      abs_of_nonneg hr.1] at h
    rw [show ρ r - (ρ 0 + b * r) = ρ r - ρ 0 - r * b by ring]
    exact h
  have key := ballAverage_error_le hR0 (hρ.mono Icc_subset_Ici_self) hbound
  have hrew : (ρ 0 - ballAverage ρ R) / R - -(3 / 4 * b)
      = -(ballAverage ρ R - (ρ 0 + 3 / 4 * b * R)) / R := by
    field_simp
    ring
  rw [Real.dist_eq, hrew, abs_div, abs_neg, abs_of_pos hR0, div_lt_iff₀ hR0]
  linarith [mul_pos hε hR0]
```

The main theorem puts in the cusp slope:

```lean
/-- For a continuous density obeying the cusp condition `ρ'(0) = -2Zρ(0)`, averaging over a ball
of radius `R` lowers the contact density by `(3/2)Zρ(0)R` to first order in `R`. -/
theorem contact_density_smearing {ρ : ℝ → ℝ} {Z : ℝ} (hρ : ContinuousOn ρ (Ici 0))
    (hcusp : HasDerivWithinAt ρ (-2 * Z * ρ 0) (Ici 0) 0) :
    Tendsto (fun R => (ρ 0 - ballAverage ρ R) / R) (𝓝[>] 0) (𝓝 (3 / 2 * Z * ρ 0)) := by
  rw [show 3 / 2 * Z * ρ 0 = -(3 / 4 * (-2 * Z * ρ 0)) by ring]
  exact smearing_error_of_slope hρ hcusp
```

**Q:** Can I repair an average I already have?

**A:** If you know $Z$ and the cusp condition holds, multiply by $1+\tfrac32ZR$. Write $q(R)=(\rho(0)-A(R))/R$, so that $A(R)=\rho(0)-Rq(R)$. Then
$$\frac{(1+\frac32ZR)A(R)-\rho(0)}{R}=\tfrac32Z\bigl(\rho(0)-Rq(R)\bigr)-q(R)\to0 .$$
The proof takes the limit of the right-hand side and uses `field_simp` and `ring` to identify it with the left-hand side for $R>0$.

```lean
/-- For a continuous density obeying the cusp condition, multiplying the ball average by
`1 + 3ZR/2` gives the contact density with an error that vanishes faster than `R`. -/
theorem cusp_corrected_average {ρ : ℝ → ℝ} {Z : ℝ} (hρ : ContinuousOn ρ (Ici 0))
    (hcusp : HasDerivWithinAt ρ (-2 * Z * ρ 0) (Ici 0) 0) :
    Tendsto (fun R => ((1 + 3 / 2 * Z * R) * ballAverage ρ R - ρ 0) / R) (𝓝[>] 0) (𝓝 0) := by
  have hq := contact_density_smearing hρ hcusp
  have hid : Tendsto (fun R : ℝ => R) (𝓝[>] 0) (𝓝 0) := tendsto_id.mono_left nhdsWithin_le_nhds
  have h : Tendsto (fun R => 3 / 2 * Z * (ρ 0 - R * ((ρ 0 - ballAverage ρ R) / R))
      - (ρ 0 - ballAverage ρ R) / R) (𝓝[>] 0)
      (𝓝 (3 / 2 * Z * (ρ 0 - 0 * (3 / 2 * Z * ρ 0)) - 3 / 2 * Z * ρ 0)) :=
    ((tendsto_const_nhds.sub (hid.mul hq)).const_mul (3 / 2 * Z)).sub hq
  rw [zero_mul, sub_zero, sub_self] at h
  refine h.congr' ?_
  filter_upwards [self_mem_nhdsWithin] with R hR
  have hR0 : R ≠ 0 := ne_of_gt hR
  field_simp
  ring
```

**Q:** And if I don't trust my density to have the right cusp?

**A:** Two radii suffice, as long as some right derivative exists:
$$\frac{2A(R)-A(2R)-\rho(0)}{R}=2q(2R)-2q(R)\to0 .$$
Both $q(R)$ and $q(2R)$ tend to $-\tfrac34b$, whatever $b$ is. This recovers the value at the nucleus of the density you averaged. If that density is itself inaccurate there, the extrapolation doesn't repair it. In the code, `hdouble` records that $2R$ also tends to $0$ from above.

```lean
/-- For a continuous density with any right derivative at the nucleus, the combination
`2A(R) - A(2R)` of two ball averages gives the contact density with an error that vanishes
faster than `R`. -/
theorem two_radius_extrapolation {ρ : ℝ → ℝ} {b : ℝ} (hρ : ContinuousOn ρ (Ici 0))
    (hb : HasDerivWithinAt ρ b (Ici 0) 0) :
    Tendsto (fun R => (2 * ballAverage ρ R - ballAverage ρ (2 * R) - ρ 0) / R)
      (𝓝[>] 0) (𝓝 0) := by
  have hs := smearing_error_of_slope hρ hb
  have hdouble : Tendsto (fun R : ℝ => 2 * R) (𝓝[>] 0) (𝓝[>] 0) := by
    refine tendsto_nhdsWithin_iff.mpr ⟨?_, ?_⟩
    · have hc : Continuous (fun R : ℝ => 2 * R) := by fun_prop
      have h := hc.tendsto 0
      simp only [mul_zero] at h
      exact h.mono_left nhdsWithin_le_nhds
    · filter_upwards [self_mem_nhdsWithin] with R hR
      have hR0 : 0 < R := hR
      have h2 : 0 < 2 * R := by linarith
      exact mem_Ioi.mpr h2
  -- the first-order errors of the two averages cancel
  have h : Tendsto (fun R => 2 * ((ρ 0 - ballAverage ρ (2 * R)) / (2 * R))
      - 2 * ((ρ 0 - ballAverage ρ R) / R)) (𝓝[>] 0)
      (𝓝 (2 * -(3 / 4 * b) - 2 * -(3 / 4 * b))) :=
    ((hs.comp hdouble).const_mul 2).sub (hs.const_mul 2)
  rw [sub_self] at h
  refine h.congr' ?_
  filter_upwards [self_mem_nhdsWithin] with R hR
  have hR0 : R ≠ 0 := ne_of_gt hR
  field_simp
  ring
```

**Q:** Where would I meet this in practice?

**A:** When a simulation estimates the density at a nucleus by counting electrons in a small ball, this is the bias caused by the finite size of the ball, to first order in $R$, for a point nucleus and a density with the correct cusp. The theorems concern this bias only, not other errors of the simulation. They give no rate for the remaining error and say nothing about statistical noise, which a smaller ball generally makes worse.

**Q:** Does any actual density satisfy the hypotheses?

**A:** The 1s density does. Differentiating $\frac{Z^3}{\pi}e^{-2Zr}$ gives $-2Z$ times the density itself, so the cusp condition is proved here. With $\rho(0)=Z^3/\pi$, the coefficient is $\tfrac32Z\cdot Z^3/\pi=3Z^4/(2\pi)$.

```lean
/-- For the hydrogenic 1s density, the error of the ball average divided by the radius tends to
`3Z⁴/(2π)` as the ball shrinks. -/
theorem hydrogenic_smearing (Z : ℝ) :
    Tendsto (fun R => (hydrogenicDensity Z 0 - ballAverage (hydrogenicDensity Z) R) / R)
      (𝓝[>] 0) (𝓝 (3 * Z ^ 4 / (2 * Real.pi))) := by
  have hc : Continuous (hydrogenicDensity Z) := by
    unfold hydrogenicDensity
    fun_prop
  have h1 : HasDerivAt (fun r : ℝ => -2 * Z * r) (-2 * Z) 0 :=
    ((hasDerivAt_id' (0 : ℝ)).const_mul (-2 * Z)).congr_deriv (by ring)
  -- the 1s density obeys the cusp condition
  have hd : HasDerivAt (hydrogenicDensity Z) (-2 * Z * hydrogenicDensity Z 0) 0 := by
    refine (h1.exp.const_mul (Z ^ 3 / Real.pi)).congr_deriv ?_
    unfold hydrogenicDensity
    ring
  have hv : 3 * Z ^ 4 / (2 * Real.pi) = 3 / 2 * Z * hydrogenicDensity Z 0 := by
    simp only [hydrogenicDensity, mul_zero, Real.exp_zero]
    ring
  rw [hv]
  exact contact_density_smearing hc.continuousOn hd.hasDerivWithinAt

end

end SmearedContactDensity
```

```lean
#print axioms SmearedContactDensity.cusp_corrected_average
#print axioms SmearedContactDensity.two_radius_extrapolation
#print axioms SmearedContactDensity.hydrogenic_smearing
```

```
'SmearedContactDensity.cusp_corrected_average' depends on axioms: [propext, Classical.choice, Quot.sound]
'SmearedContactDensity.two_radius_extrapolation' depends on axioms: [propext, Classical.choice, Quot.sound]
'SmearedContactDensity.hydrogenic_smearing' depends on axioms: [propext, Classical.choice, Quot.sound]
```
